# For two levels with distinct diagonal energies, rotation by the first-order angle leaves a coupling of third order

Let two orthonormal real states $e_0$ and $e_1$ have energies $a$ and $d$ and coupling $b$, so that their Hamiltonian is $H=\begin{pmatrix}a&b\\b&d\end{pmatrix}$, and suppose they are to be decoupled without solving the eigenvalue problem, by a rotation to the new states $\cos\theta\,e_0-\sin\theta\,e_1$ and $\sin\theta\,e_0+\cos\theta\,e_1$, where $\tan\theta=b/(d-a)$ is the first-order amplitude of $e_0$ in the perturbed $e_1$. For $a\neq d$ the coupling that remains is exactly $-b^3/((d-a)^2+b^2)$, and for $a<d$ repeated rotations of this kind drive it to zero, whatever the size of $b$.

```lean
import Mathlib

open Matrix Filter Topology

namespace PseudoDiagonalization

noncomputable section

/-- The plane rotation by the angle `θ`. Its columns are the new states: the first is
`cos θ` times the old first state minus `sin θ` times the old second one. -/
def rotation (θ : ℝ) : Matrix (Fin 2) (Fin 2) ℝ :=
  !![Real.cos θ, Real.sin θ; -Real.sin θ, Real.cos θ]

/-- The first-order mixing amplitude, coupling over level spacing, for a matrix with
distinct diagonal elements. -/
def mixing (H : Matrix (Fin 2) (Fin 2) ℝ) : ℝ := H 0 1 / (H 1 1 - H 0 0)

/-- One pseudo-diagonalization step, for a matrix with distinct diagonal elements: rotate
by the angle whose tangent is the first-order mixing amplitude. -/
def pseudoStep (H : Matrix (Fin 2) (Fin 2) ℝ) : Matrix (Fin 2) (Fin 2) ℝ :=
  (rotation (Real.arctan (mixing H)))ᵀ * H * rotation (Real.arctan (mixing H))

/-- The rotated states are orthonormal. -/
theorem rotation_orthogonal (θ : ℝ) : (rotation θ)ᵀ * rotation θ = 1 := by
  ext i j
  fin_cases i <;> fin_cases j <;>
    simp [rotation, Matrix.mul_apply, Fin.sum_univ_succ] <;>
    nlinarith [Real.sin_sq_add_cos_sq θ]

/-- The symmetric two-level matrix after a rotation by an angle of arbitrary tangent `t`. -/
theorem rotated_matrix (a b d t : ℝ) :
    (rotation (Real.arctan t))ᵀ * !![a, b; b, d] * rotation (Real.arctan t) =
      !![(a - 2 * t * b + t ^ 2 * d) / (1 + t ^ 2),
          (b - (d - a) * t - b * t ^ 2) / (1 + t ^ 2);
        (b - (d - a) * t - b * t ^ 2) / (1 + t ^ 2),
          (d + 2 * t * b + t ^ 2 * a) / (1 + t ^ 2)] := by
  have hs : Real.sin (Real.arctan t) = t * Real.cos (Real.arctan t) := by
    rw [Real.sin_arctan, Real.cos_arctan]; ring
  have hc : Real.cos (Real.arctan t) ^ 2 = 1 / (1 + t ^ 2) := Real.cos_sq_arctan t
  rw [rotation, hs]
  generalize Real.cos (Real.arctan t) = c at hc ⊢
  -- dividing by `1 + t ^ 2` is multiplying by the squared cosine
  have hdiv : ∀ x : ℝ, x / (1 + t ^ 2) = x * c ^ 2 := by
    intro x; rw [hc]; ring
  simp only [hdiv]
  ext i j
  fin_cases i <;> fin_cases j <;>
    simp [Matrix.mul_apply, Fin.sum_univ_succ] <;> ring

/-- For distinct diagonal elements, one step turns the coupling `b` into
`-b³ / ((d - a)² + b²)` and shifts the two diagonal elements by opposite amounts. -/
theorem pseudoStep_eq (a b d : ℝ) (h : a ≠ d) :
    pseudoStep !![a, b; b, d] =
      !![a - (d - a) * b ^ 2 / ((d - a) ^ 2 + b ^ 2), -b ^ 3 / ((d - a) ^ 2 + b ^ 2);
        -b ^ 3 / ((d - a) ^ 2 + b ^ 2), d + (d - a) * b ^ 2 / ((d - a) ^ 2 + b ^ 2)] := by
  have hg : d - a ≠ 0 := sub_ne_zero.mpr h.symm
  -- write the coupling as tangent times level spacing
  obtain ⟨t, rfl⟩ : ∃ t, b = t * (d - a) := ⟨b / (d - a), (div_mul_cancel₀ b hg).symm⟩
  have hm : mixing !![a, t * (d - a); t * (d - a), d] = t := by
    show t * (d - a) / (d - a) = t
    exact mul_div_cancel_right₀ t hg
  have h1 : 1 + t ^ 2 ≠ 0 := by positivity
  have h2 : (d - a) ^ 2 + (t * (d - a)) ^ 2 ≠ 0 := by
    have e : (d - a) ^ 2 + (t * (d - a)) ^ 2 = (d - a) ^ 2 * (1 + t ^ 2) := by ring
    rw [e]
    exact mul_ne_zero (pow_ne_zero 2 hg) h1
  have hk : (d - a) * (t * (d - a)) ^ 2 / ((d - a) ^ 2 + (t * (d - a)) ^ 2) =
      (d - a) * t ^ 2 / (1 + t ^ 2) := by
    rw [div_eq_div_iff h2 h1]; ring
  have ho : -(t * (d - a)) ^ 3 / ((d - a) ^ 2 + (t * (d - a)) ^ 2) =
      -(d - a) * t ^ 3 / (1 + t ^ 2) := by
    rw [div_eq_div_iff h2 h1]; ring
  have e1 : (a - 2 * t * (t * (d - a)) + t ^ 2 * d) / (1 + t ^ 2) =
      a - (d - a) * t ^ 2 / (1 + t ^ 2) := by
    rw [div_eq_iff h1, sub_mul, div_mul_cancel₀ _ h1]; ring
  -- the part linear in the coupling cancels
  have e2 : (t * (d - a) - (d - a) * t - t * (d - a) * t ^ 2) / (1 + t ^ 2) =
      -(d - a) * t ^ 3 / (1 + t ^ 2) := by ring
  have e3 : (d + 2 * t * (t * (d - a)) + t ^ 2 * a) / (1 + t ^ 2) =
      d + (d - a) * t ^ 2 / (1 + t ^ 2) := by
    rw [div_eq_iff h1, add_mul, div_mul_cancel₀ _ h1]; ring
  rw [pseudoStep, hm, rotated_matrix, hk, ho, e1, e2, e3]

/-- For distinct diagonal elements, the absolute value of the coupling left after one step is at
most the cube of the absolute value of the old coupling over the squared level spacing. -/
theorem coupling_le_cube (a b d : ℝ) (h : a ≠ d) :
    |pseudoStep !![a, b; b, d] 0 1| ≤ |b| ^ 3 / (d - a) ^ 2 := by
  have hg : 0 < (d - a) ^ 2 :=
    lt_of_le_of_ne (sq_nonneg _) (pow_ne_zero 2 (sub_ne_zero.mpr h.symm)).symm
  have hD : 0 < (d - a) ^ 2 + b ^ 2 := by linarith [sq_nonneg b]
  rw [pseudoStep_eq a b d h]
  show |-b ^ 3 / ((d - a) ^ 2 + b ^ 2)| ≤ _
  rw [abs_div, abs_neg, abs_pow, abs_of_pos hD, div_le_div_iff₀ hD hg]
  exact mul_le_mul_of_nonneg_left (by linarith [sq_nonneg b]) (by positivity)
/-- The order is exactly three: for distinct diagonal elements, the new coupling over the
cube of the old one tends to `-1 / (d - a)²` as the old coupling goes to zero. -/
theorem coupling_order_three (a d : ℝ) (h : a ≠ d) :
    Tendsto (fun b : ℝ => pseudoStep !![a, b; b, d] 0 1 / b ^ 3) (𝓝[≠] 0)
      (𝓝 (-1 / (d - a) ^ 2)) := by
  have hg : d - a ≠ 0 := sub_ne_zero.mpr h.symm
  have hD : ∀ b : ℝ, (d - a) ^ 2 + b ^ 2 ≠ 0 := fun b => by positivity
  have hc : ContinuousAt (fun b : ℝ => -1 / ((d - a) ^ 2 + b ^ 2)) 0 :=
    ContinuousAt.div continuousAt_const (by fun_prop) (hD 0)
  have e : -1 / ((d - a) ^ 2 + (0 : ℝ) ^ 2) = -1 / (d - a) ^ 2 := by
    rw [zero_pow two_ne_zero, add_zero]
  rw [← e]
  refine (hc.tendsto.mono_left nhdsWithin_le_nhds).congr' ?_
  filter_upwards [self_mem_nhdsWithin] with b hb
  have hb' : b ≠ 0 := hb
  rw [pseudoStep_eq a b d h]
  show -1 / ((d - a) ^ 2 + b ^ 2) = -b ^ 3 / ((d - a) ^ 2 + b ^ 2) / b ^ 3
  rw [div_div, div_eq_div_iff (hD b) (mul_ne_zero (hD b) (pow_ne_zero 3 hb'))]
  ring

/-- Repeated steps from `a < d`: after `k` of them the matrix is still symmetric, its level
spacing is no smaller than at the start, and its coupling obeys both a geometric bound and
a bound whose exponent triples at each step. -/
theorem iterate_bounds (a b d : ℝ) (h : a < d) (k : ℕ) :
    ∃ a' b' d' : ℝ, pseudoStep^[k] !![a, b; b, d] = !![a', b'; b', d'] ∧
      d - a ≤ d' - a' ∧
      |b'| ≤ (b ^ 2 / ((d - a) ^ 2 + b ^ 2)) ^ k * |b| ∧
      |b'| ≤ (d - a) * (|b| / (d - a)) ^ (3 ^ k) := by
  have hg : 0 < d - a := sub_pos.mpr h
  have hD : 0 < (d - a) ^ 2 + b ^ 2 := by positivity
  have hr0 : 0 ≤ b ^ 2 / ((d - a) ^ 2 + b ^ 2) := by positivity
  have hr1 : b ^ 2 / ((d - a) ^ 2 + b ^ 2) ≤ 1 := by
    rw [div_le_one hD]; linarith [sq_nonneg (d - a)]
  induction k with
  | zero =>
    refine ⟨a, b, d, rfl, le_rfl, by simp, le_of_eq ?_⟩
    rw [pow_zero, pow_one, mul_comm, div_mul_cancel₀ _ hg.ne']
  | succ k ih =>
    obtain ⟨a', b', d', e, hg', h1, h2⟩ := ih
    have hne : a' ≠ d' := by intro hh; linarith
    have hgsq : (d - a) ^ 2 ≤ (d' - a') ^ 2 := pow_le_pow_left₀ hg.le hg' 2
    have hD' : 0 < (d' - a') ^ 2 + b' ^ 2 := by linarith [pow_pos hg 2, sq_nonneg b']
    refine ⟨_, _, _, by rw [Function.iterate_succ_apply', e, pseudoStep_eq a' b' d' hne],
      ?_, ?_, ?_⟩
    · -- the levels repel
      have : 0 ≤ (d' - a') * b' ^ 2 / ((d' - a') ^ 2 + b' ^ 2) :=
        div_nonneg (mul_nonneg (by linarith) (sq_nonneg _)) hD'.le
      linarith
    · -- the reduction factor never gets worse than in the first step
      have hb : |b'| ≤ |b| :=
        h1.trans (mul_le_of_le_one_left (abs_nonneg b) (pow_le_one₀ hr0 hr1))
      have hsq : b' ^ 2 ≤ b ^ 2 := sq_le_sq.mpr hb
      have hr : b' ^ 2 / ((d' - a') ^ 2 + b' ^ 2) ≤ b ^ 2 / ((d - a) ^ 2 + b ^ 2) := by
        rw [div_le_div_iff₀ hD' hD]
        nlinarith [mul_le_mul hsq hgsq (sq_nonneg _) (sq_nonneg b)]
      have habs : |-b' ^ 3 / ((d' - a') ^ 2 + b' ^ 2)| =
          b' ^ 2 / ((d' - a') ^ 2 + b' ^ 2) * |b'| := by
        rw [abs_div, abs_neg, abs_pow, abs_of_pos hD', ← sq_abs b']; ring
      rw [habs, pow_succ' _ k, mul_assoc]
      exact mul_le_mul hr h1 (abs_nonneg _) hr0
    · -- cubing the previous bound triples the exponent
      rw [abs_div, abs_neg, abs_pow, abs_of_pos hD', div_le_iff₀ hD']
      calc |b'| ^ 3 ≤ ((d - a) * (|b| / (d - a)) ^ (3 ^ k)) ^ 3 :=
            pow_le_pow_left₀ (abs_nonneg _) h2 3
        _ = (d - a) * (|b| / (d - a)) ^ (3 ^ (k + 1)) * (d - a) ^ 2 := by
            rw [pow_succ (3 : ℕ) k, pow_mul]
            generalize (|b| / (d - a)) ^ (3 ^ k) = y
            ring
        _ ≤ _ := mul_le_mul_of_nonneg_left (by linarith [sq_nonneg b'])
            (mul_nonneg hg.le (pow_nonneg (div_nonneg (abs_nonneg b) hg.le) _))

/-- For `a < d` and a coupling of any size, repeated steps drive the coupling to zero. -/
theorem coupling_tendsto_zero (a b d : ℝ) (h : a < d) :
    Tendsto (fun k : ℕ => (pseudoStep^[k] !![a, b; b, d]) 0 1) atTop (𝓝 0) := by
  have hg : 0 < d - a := sub_pos.mpr h
  have hD : 0 < (d - a) ^ 2 + b ^ 2 := by positivity
  have hr0 : 0 ≤ b ^ 2 / ((d - a) ^ 2 + b ^ 2) := by positivity
  have hr1 : b ^ 2 / ((d - a) ^ 2 + b ^ 2) < 1 := by
    rw [div_lt_one hD]; linarith [pow_pos hg 2]
  have hlim := (tendsto_pow_atTop_nhds_zero_of_lt_one hr0 hr1).mul_const |b|
  rw [zero_mul] at hlim
  refine squeeze_zero_norm (fun k => ?_) hlim
  obtain ⟨a', b', d', e, -, h1, -⟩ := iterate_bounds a b d h k
  rw [e, Real.norm_eq_abs]
  exact h1

end

end PseudoDiagonalization
```

```lean
#print axioms PseudoDiagonalization.rotation_orthogonal
-- 'PseudoDiagonalization.rotation_orthogonal' depends on axioms: [propext, Classical.choice, Quot.sound]
#print axioms PseudoDiagonalization.coupling_le_cube
-- 'PseudoDiagonalization.coupling_le_cube' depends on axioms: [propext, Classical.choice, Quot.sound]
#print axioms PseudoDiagonalization.coupling_order_three
-- 'PseudoDiagonalization.coupling_order_three' depends on axioms: [propext, Classical.choice, Quot.sound]
#print axioms PseudoDiagonalization.coupling_tendsto_zero
-- 'PseudoDiagonalization.coupling_tendsto_zero' depends on axioms: [propext, Classical.choice, Quot.sound]
```

## The rotation, its sign and the statements

The states carry the indices 0 and 1, as in the code, and are written $e_0$ and $e_1$. The columns of `rotation θ` are the new states

$$u_0=\cos\theta\,e_0-\sin\theta\,e_1,\qquad u_1=\sin\theta\,e_0+\cos\theta\,e_1 .$$

This is the transpose of the usual textbook rotation matrix, so a positive $\theta$ turns the states clockwise. The sign of `mixing` also needs care. It is $b/(d-a)$, whereas perturbation theory gives the amplitude of $e_1$ in the perturbed $e_0$ as $b/(a-d)$. The minus sign in $u_0$ makes up the difference.

`pseudoStep H` is $R^{T}HR$, where $R$ is the rotation by $\theta=\arctan(b/(d-a))$. The theorems about it say the following.

- `pseudoStep_eq`: if $a\neq d$, the new matrix has off-diagonal element $-b^3/((d-a)^2+b^2)$ and diagonal elements $a-s$ and $d+s$, with $s=(d-a)b^2/((d-a)^2+b^2)$.
- `coupling_le_cube`: if $a\neq d$, the new coupling is at most $|b|^3/(d-a)^2$ in absolute value.
- `coupling_order_three`: if $a\neq d$, the new coupling divided by $b^3$ tends to $-1/(d-a)^2$ as $b\to0$ through nonzero values, which is the meaning of `𝓝[≠] 0`. The order is therefore three and no higher.
- `iterate_bounds`: if $a<d$, then after $k$ steps, written `pseudoStep^[k]`, the matrix is still symmetric. Its gap is at least $d-a$, and its coupling $b_k$ obeys both

$$|b_k|\le r^k|b|,\quad r=\frac{b^2}{(d-a)^2+b^2},\qquad\text{and}\qquad |b_k|\le(d-a)\left(\frac{|b|}{d-a}\right)^{3^k}.$$

- `coupling_tendsto_zero`: if $a<d$, then $b_k\to0$.

Each step uses the current diagonal elements and coupling, so the amplitude is recomputed every time.

## One occupied and one virtual orbital

In a closed-shell self-consistent-field calculation the density depends only on the space spanned by the occupied orbitals, so the Fock matrix elements that matter are those between occupied and virtual orbitals. Pseudo-diagonalization reduces these by pairwise rotations in place of a full diagonalization; in the version modelled here, the angles are the first-order ones. The theorems describe this for a single occupied–virtual pair with a fixed matrix, where $a$ and $d$ are the diagonal Fock elements of the two orbitals and $b$ is the element between them.

A real calculation has many orbitals and a Fock matrix that is rebuilt as the orbitals change. Rotations of different pairs then affect one another, and the two-level formula does not settle how fast the whole occupied–virtual block shrinks. The third order also depends on using the current diagonal elements: with a different fixed energy difference in the denominator, a part linear in $b$ remains.

## Why the linear term disappears

Write $g=d-a$ and $t=\tan\theta$, so that $\sin\theta=t\cos\theta$ and $\cos^2\theta=1/(1+t^2)$. For any $t$, the new coupling is

$$u_0^{T}Hu_1=\cos^2\theta\,\bigl[at+b-t(bt+d)\bigr]=\frac{b-gt-bt^2}{1+t^2}.$$

The diagonal elements are

$$u_0^{T}Hu_0=\frac{a-2tb+t^2d}{1+t^2},\qquad u_1^{T}Hu_1=\frac{d+2tb+t^2a}{1+t^2}.$$

An exact diagonalization would solve $b-gt-bt^2=0$. The first-order choice $t=b/g$ solves only the linear part, $b-gt=0$, and leaves

$$\frac{-bt^2}{1+t^2}=\frac{-b^3/g^2}{1+b^2/g^2}=-\frac{b^3}{g^2+b^2}.$$

For the first diagonal element, insert $b=tg$ and $d=a+g$:

$$\frac{a-2t^2g+t^2(a+g)}{1+t^2}=a-\frac{gt^2}{1+t^2}=a-\frac{gb^2}{g^2+b^2}=a-s.$$

The same substitution turns the other one into $d+s$.

In the code, `rotation_orthogonal` checks that the new states are orthonormal, using $\sin^2\theta+\cos^2\theta=1$. The formulas for arbitrary $t$ are `rotated_matrix`: the sine is replaced by $t$ times the cosine, the cosine becomes a plain variable `c` with known square, and `ring` compares the entries. `pseudoStep_eq` then writes the coupling as `t * (d - a)`, the same substitution as above. Its equations `e1`, `e2` and `e3` are the three distinct entries, and the linear term cancels in `e2`.

The cubic bound follows by leaving out $b^2$ from the denominator $g^2+b^2$. For the limit, division by $b^3$ at $b\neq0$ gives $-1/(g^2+b^2)$, which is continuous at $b=0$ and has the value $-1/g^2$ there.

## Repeating the step

Let $a<d$, and let $g_k$ and $b_k$ be the gap and the coupling after $k$ steps, with $g_0=g$ and $b_0=b$. The closed form gives

$$g_{k+1}=g_k+\frac{2g_kb_k^2}{g_k^2+b_k^2},\qquad |b_{k+1}|=\frac{b_k^2}{g_k^2+b_k^2}\,|b_k| .$$

The levels repel, so $g_k\ge g>0$ and the next amplitude is always defined. The coupling does not grow, so $b_k^2\le b^2$. Together these give

$$\frac{b_k^2}{g_k^2+b_k^2}\le\frac{b^2}{g^2+b^2}=r,$$

hence $|b_{k+1}|\le r|b_k|$, and the geometric bound follows by induction. For the other bound, $|b_{k+1}|\le|b_k|^3/g^2$ means that the ratio $x_k=|b_k|/g$ satisfies $x_{k+1}\le x_k^3$, so $x_k\le x_0^{3^k}$.

`iterate_bounds` is this induction. It carries the symmetric form, the gap and both bounds together, because each step needs the gap from the previous one. Since $r<1$, `coupling_tendsto_zero` squeezes $|b_k|$ between zero and $r^k|b|$.

## Weak coupling, strong coupling and equal energies

For $a=0$, $d=1$, $b=0.1$, one step gives the coupling $-0.001/1.01\approx-0.00099$ and the diagonal elements $-0.0099$ and $1.0099$, rounded to four decimals. For $b=0$ the matrix does not change.

The bound with exponent $3^k$ is informative only for $|b|<d-a$. For larger couplings the geometric bound still ensures convergence, but the start can be slow: with $b=10(d-a)$ the first step multiplies the size of the coupling by $100/101$. The angle is then close to $90^\circ$, and the rotation nearly exchanges the two states instead of decoupling them.

The condition $a\neq d$ says that the levels are not degenerate before they are coupled, as the first-order amplitude requires. Take $a=d=0$ and $b=1$. The amplitude $b/(d-a)$ has no meaning; Lean sets $1/0=0$, so `pseudoStep` does nothing and the coupling stays at $1$, while the closed form would give $-1$. Repeated steps do not help either. This example rules out equal energies only: the order $d<a$ is the same problem with the two states relabelled.
